# The velocity of a differentiable matrix projector is a commutator, and its trace is constant

To find how the summed energy $\mathrm{tr}(HP)$ of a group of degenerate levels changes with a parameter $t$, one differentiates it and keeps only $\mathrm{tr}(H'P)$. Here $H$ is the Hamiltonian matrix, $P$ projects onto the group, and a prime means $d/dt$. The discarded term $\mathrm{tr}(HP')$ vanishes if $H$ commutes with $P$, because $P'$ is itself a commutator with $P$.

## Matrices that depend on a parameter

```lean
import Mathlib

open Matrix

namespace KatoTrace

noncomputable section

variable {n : Type*} [Fintype n] [DecidableEq n]
```

The type `n` is any finite set of basis labels, so the matrices are square and finite. Neither $P$ nor $H$ has to be Hermitian.

```lean
/-- The matrix family `A` has the derivative `A'` at time `t`, entry by entry. -/
def HasEntryDeriv (A : ℝ → Matrix n n ℂ) (A' : Matrix n n ℂ) (t : ℝ) : Prop :=
  ∀ i j, HasDerivAt (fun s => A s i j) (A' i j) t
```

`A` is a function from the real parameter to complex matrices. In Lean the prime in `A'` is only part of a name: `A'` is a separate matrix, and `HasEntryDeriv A A' t` says that each entry $A_{ij}$ has derivative $A'_{ij}$ at $t$. No matrix norm is needed.

```lean
/-- Kato's generator `K = [P', P]`, built from a projector `P` and its velocity `P'`. -/
def katoGenerator (P P' : Matrix n n ℂ) : Matrix n n ℂ := P' * P - P * P'
```

This is $K=[P',P]=P'P-PP'$, with no factor of $i$ or $\hbar$. In Kato's adiabatic transport, $K$ generates an evolution $U'=KU$ that carries the initial subspace along with $P(t)$. The theorems below concern the algebra of $K$; they neither construct $U$ nor address the slow-driving limit of the adiabatic theorem.

```lean
omit [DecidableEq n] in
/-- The product rule for matrix families, with the order of the factors kept. -/
theorem HasEntryDeriv.mul {A B : ℝ → Matrix n n ℂ} {A' B' : Matrix n n ℂ} {t : ℝ}
    (hA : HasEntryDeriv A A' t) (hB : HasEntryDeriv B B' t) :
    HasEntryDeriv (fun s => A s * B s) (A' * B t + A t * B') t := by
  intro i j
  simp only [Matrix.mul_apply, Matrix.add_apply, ← Finset.sum_add_distrib]
  exact HasDerivAt.fun_sum fun k _ => (hA i k).fun_mul (hB k j)
```

In ordinary notation, with $A$ and $B$ two matrix families,
$$(AB)'_{ij}=\sum_k\left(A'_{ik}B_{kj}+A_{ik}B'_{kj}\right).$$
The proof fixes an entry with `intro i j`, writes it as this sum, and applies the scalar product rule to each term.

```lean
omit [DecidableEq n] in
/-- The derivative of the trace is the trace of the derivative. -/
theorem HasEntryDeriv.trace {A : ℝ → Matrix n n ℂ} {A' : Matrix n n ℂ} {t : ℝ}
    (hA : HasEntryDeriv A A' t) :
    HasDerivAt (fun s => (A s).trace) A'.trace t := by
  show HasDerivAt (fun s => ∑ i, A s i i) (∑ i, A' i i) t
  exact HasDerivAt.fun_sum fun i _ => hA i i
```

The trace is a finite sum of diagonal entries, so it is differentiated term by term.

## The velocity of a projector

```lean
omit [DecidableEq n] in
/-- The velocity `P'` of a moving projector satisfies `P P' P = 0` and is the commutator
of Kato's generator with `P`. -/
theorem velocity_eq_commutator {P : ℝ → Matrix n n ℂ} {P' : Matrix n n ℂ} {t : ℝ}
    (hP : ∀ s, P s * P s = P s) (hd : HasEntryDeriv P P' t) :
    P t * P' * P t = 0 ∧
      P' = katoGenerator (P t) P' * P t - P t * katoGenerator (P t) P' := by
  -- differentiate `P² = P`
  have hD : P' = P' * P t + P t * P' := by
    have h2 := hd.mul hd
    simp only [hP] at h2
    ext i j
    exact (hd i j).unique (h2 i j)
  -- sandwiching between two projectors doubles `P P' P`
  have e : P t * P' * P t = P t * P' * P t + P t * P' * P t := by
    calc P t * P' * P t = P t * (P' * P t + P t * P') * P t := by rw [← hD]
      _ = P t * P' * (P t * P t) + (P t * P t) * P' * P t := by noncomm_ring
      _ = P t * P' * P t + P t * P' * P t := by rw [hP t]
  have h0 : P t * P' * P t = 0 := by
    calc P t * P' * P t = (P t * P' * P t + P t * P' * P t) - P t * P' * P t := by abel
      _ = 0 := by rw [← e, sub_self]
  refine ⟨h0, ?_⟩
  calc P' = P' * P t + P t * P' := hD
    _ = P' * (P t * P t) - P t * P' * P t - P t * P' * P t + (P t * P t) * P' := by
        rw [hP t, h0]; simp
    _ = katoGenerator (P t) P' * P t - P t * katoGenerator (P t) P' := by
        unfold katoGenerator; noncomm_ring
```

The hypothesis `hP` says that $P^2=P$ at all times, and `hd` gives the derivative at one time $t$. Differentiating $P^2=P$ yields
$$P'=P'P+PP'.$$
This is `hD`; Lean obtains it because a function has only one derivative at a point. Multiplying by $P$ on both sides gives
$$PP'P=PP'P^2+P^2P'P=2\,PP'P,$$
hence $PP'P=0$. These are the steps `e` and `h0`. Now expand the commutator:
$$[K,P]=P'P^2-PP'P-PP'P+P^2P'=P'P+PP'=P'.$$
The last `calc` block runs through this chain from right to left. The tactic `noncomm_ring` does the expansion while respecting the order of the factors.

```lean
omit [DecidableEq n] in
/-- Along a differentiable family of projectors, `P P' P = 0` and `P' = [K, P]` with Kato's
generator `K = [P', P]` at every time, and the trace of `P` is the same at all times. -/
theorem kato_trace_constant {P P' : ℝ → Matrix n n ℂ}
    (hP : ∀ t, P t * P t = P t) (hd : ∀ t, HasEntryDeriv P (P' t) t) :
    (∀ t, P t * P' t * P t = 0 ∧
      P' t = katoGenerator (P t) (P' t) * P t - P t * katoGenerator (P t) (P' t)) ∧
    ∀ s t, (P s).trace = (P t).trace := by
  refine ⟨fun t => velocity_eq_commutator hP (hd t), ?_⟩
  -- the trace of a commutator vanishes
  have hz : ∀ t, (P' t).trace = 0 := by
    intro t
    have h := congrArg Matrix.trace (velocity_eq_commutator hP (hd t)).2
    rw [Matrix.trace_sub, Matrix.trace_mul_comm (katoGenerator (P t) (P' t)) (P t),
      sub_self] at h
    exact h
  exact is_const_of_deriv_eq_zero (fun t => (hd t).trace.differentiableAt)
    (fun t => (hd t).trace.deriv.trans (hz t))
```

Here `P'` is a function of time, since the derivative is assumed to exist everywhere. The first part repeats the previous theorem at each $t$. For the second,
$$\frac{d}{dt}\mathrm{tr}\,P=\mathrm{tr}\,P'=\mathrm{tr}(KP)-\mathrm{tr}(PK)=0,$$
which is `hz`, and a function on the real line with zero derivative is constant.

For a $1\times1$ matrix the only idempotents are $0$ and $1$, and a differentiable function cannot switch between them. The same case shows what differentiability does: if $P(t)=0$ for $t<0$ and $P(t)=1$ for $t\ge0$, then $P^2=P$ holds throughout, yet the trace jumps.

## Trace as a count of states

```lean
/-- The trace of a projector, orthogonal or oblique, is its rank. -/
theorem trace_eq_rank {Q : Matrix n n ℂ} (hQ : Q * Q = Q) : Q.trace = (Q.rank : ℂ) := by
  have hproj : LinearMap.IsProj (LinearMap.range Q.mulVecLin) Q.mulVecLin := by
    refine ⟨fun x => ⟨x, rfl⟩, ?_⟩
    rintro _ ⟨x, rfl⟩
    simp [Matrix.mulVec_mulVec, hQ]
  have h := hproj.trace
  rw [LinearMap.trace_eq_matrix_trace ℂ (Pi.basisFun ℂ n), LinearMap.toMatrix_eq_toMatrix',
    ← Matrix.toLin'_apply', LinearMap.toMatrix'_toLin'] at h
  exact h
```

Any vector splits as $x=Qx+(x-Qx)$, where $Q$ fixes the first part and annihilates the second. In a basis adapted to this splitting, $Q$ is diagonal with $r$ ones and otherwise zeros, where $r$ is its rank, so $\mathrm{tr}\,Q=r$.

Lean states the same idea through `LinearMap.IsProj`: $Q$ maps every vector into its range and leaves vectors of the range unchanged. Mathlib then gives the trace as the dimension of the range, and the rewriting steps return from linear maps to matrices. The notation `(Q.rank : ℂ)` reads the integer rank as a complex number.

```lean
/-- The rank of a differentiable family of projectors is the same at all times. -/
theorem rank_constant {P P' : ℝ → Matrix n n ℂ}
    (hP : ∀ t, P t * P t = P t) (hd : ∀ t, HasEntryDeriv P (P' t) t) (s t : ℝ) :
    (P s).rank = (P t).rank := by
  have h := (kato_trace_constant hP hd).2 s t
  rw [trace_eq_rank (hP s), trace_eq_rank (hP t)] at h
  exact_mod_cast h
```

The constant trace becomes a constant rank. For non-interacting electrons in a finite orthonormal basis, with $P$ the projector onto the occupied spin orbitals, the electron number is therefore fixed along any differentiable one-parameter path of $P$.

## The derivative of the summed energy

```lean
omit [DecidableEq n] in
/-- Hellmann-Feynman theorem for a group of levels: if `H` commutes with the projector `P`
at time `t`, the derivative of `tr (H P)` there is `tr (H' P)`. -/
theorem hellmann_feynman {H P : ℝ → Matrix n n ℂ} {H' P' : Matrix n n ℂ} {t : ℝ}
    (hP : ∀ s, P s * P s = P s) (hd : HasEntryDeriv P P' t) (hH : HasEntryDeriv H H' t)
    (hc : H t * P t = P t * H t) :
    HasDerivAt (fun s => (H s * P s).trace) (H' * P t).trace t := by
  have hK := (velocity_eq_commutator hP hd).2
  -- the motion of the projector does not contribute, by cyclicity of the trace
  have hz : (H t * P').trace = 0 := by
    calc (H t * P').trace
        = (H t * (katoGenerator (P t) P' * P t - P t * katoGenerator (P t) P')).trace := by
          rw [← hK]
      _ = (H t * katoGenerator (P t) P' * P t).trace
            - (H t * P t * katoGenerator (P t) P').trace := by
          rw [mul_sub, Matrix.trace_sub, mul_assoc, mul_assoc]
      _ = 0 := by
          rw [Matrix.trace_mul_comm (H t * katoGenerator (P t) P') (P t), ← mul_assoc,
            ← hc, sub_self]
  refine (hH.mul hd).trace.congr_deriv ?_
  rw [Matrix.trace_add, hz, add_zero]
```

The hypothesis `hc` requires $HP=PH$ only at the time $t$ considered. The product rule gives
$$\frac{d}{dt}\mathrm{tr}(HP)=\mathrm{tr}(H'P)+\mathrm{tr}(HP').$$
Inserting $P'=[K,P]$ and using cyclicity,
$$\mathrm{tr}(HP')=\mathrm{tr}(HKP)-\mathrm{tr}(HPK)=\mathrm{tr}(PHK)-\mathrm{tr}(HPK)=0.$$
This is `hz`, and the final lines remove the vanishing term.

If $H$ is Hermitian and $P=|\psi\rangle\langle\psi|$ with $\psi$ a normalised eigenvector of $H$ for all times near $t$, then $\mathrm{tr}(HP)$ is its energy $E$, and the formula becomes the familiar $E'=\langle\psi|H'|\psi\rangle$.

Without commutation the formula can fail. Take the constant Hamiltonian $H=\sigma_x$ and $P(t)=\tfrac12(1+\cos t\,\sigma_z+\sin t\,\sigma_x)$, with $\sigma_x,\sigma_z$ the Pauli matrices. Then $\mathrm{tr}(HP)=\sin t$ has derivative $1$ at $t=0$, although $H'=0$.

## An oblique projector in two dimensions

```lean
/-- An oblique projector onto the first axis whose kernel turns with time. -/
def obliqueProjector (t : ℝ) : Matrix (Fin 2) (Fin 2) ℂ := !![1, (t : ℂ); 0, 0]
```

The matrix is
$$P(t)=\begin{pmatrix}1&t\\0&0\end{pmatrix}.$$
Its range is the first axis, and its kernel, spanned by $(-t,1)$, turns with $t$. It is Hermitian only at $t=0$.

```lean
/-- The Hamiltonian `t P(t)` belonging to the oblique projector `P(t)`. -/
def obliqueHamiltonian (t : ℝ) : Matrix (Fin 2) (Fin 2) ℂ := !![(t : ℂ), (t : ℂ) * t; 0, 0]
```

This is $H(t)=tP(t)$, whose eigenvalue on the range of $P$ is $t$. Like $P$, it is Hermitian only at $t=0$, so it illustrates the algebra and is not the Hamiltonian of an ordinary closed system.

```lean
/-- The oblique projector is idempotent, moves with a nonzero velocity, and commutes with
its differentiable Hamiltonian at every time. -/
theorem oblique_witness (t : ℝ) :
    obliqueProjector t * obliqueProjector t = obliqueProjector t ∧
    HasEntryDeriv obliqueProjector !![0, 1; 0, 0] t ∧
    (!![0, 1; 0, 0] : Matrix (Fin 2) (Fin 2) ℂ) ≠ 0 ∧
    HasEntryDeriv obliqueHamiltonian !![1, 2 * (t : ℂ); 0, 0] t ∧
    obliqueHamiltonian t * obliqueProjector t = obliqueProjector t * obliqueHamiltonian t := by
  have h1 : HasDerivAt (fun s : ℝ => (s : ℂ)) 1 t := by
    simpa using (hasDerivAt_id t).ofReal_comp
  have h2 : HasDerivAt (fun s : ℝ => (s : ℂ) * s) (2 * (t : ℂ)) t :=
    (h1.fun_mul h1).congr_deriv (by ring)
  refine ⟨?_, ?_, ?_, ?_, ?_⟩
  · ext i j
    fin_cases i <;> fin_cases j <;> simp [obliqueProjector, Matrix.mul_apply]
  · intro i j
    fin_cases i <;> fin_cases j
    · exact hasDerivAt_const t (1 : ℂ)
    · exact h1
    · exact hasDerivAt_const t (0 : ℂ)
    · exact hasDerivAt_const t (0 : ℂ)
  · intro h
    have h01 := congrFun (congrFun h 0) 1
    simp at h01
  · intro i j
    fin_cases i <;> fin_cases j
    · exact h1
    · exact h2
    · exact hasDerivAt_const t (0 : ℂ)
    · exact hasDerivAt_const t (0 : ℂ)
  · ext i j
    fin_cases i <;> fin_cases j <;>
      simp [obliqueProjector, obliqueHamiltonian, Matrix.mul_apply]

end

end KatoTrace
```

The five statements are $P^2=P$, the value of $P'$, $P'\neq0$, the value of $H'$, and $HP=PH$. The assumptions of the preceding theorems are thus met by a projector that really moves. The matrix identities are checked entry by entry with `fin_cases`, and the derivatives reduce to those of $t$, $t^2$ and constants.

By hand, $\mathrm{tr}(HP)=t$ has derivative $1$, and
$$H'P=\begin{pmatrix}1&2t\\0&0\end{pmatrix}\begin{pmatrix}1&t\\0&0\end{pmatrix}=\begin{pmatrix}1&t\\0&0\end{pmatrix}$$
also has trace $1$.

```lean
#print axioms KatoTrace.trace_eq_rank
#print axioms KatoTrace.rank_constant
#print axioms KatoTrace.hellmann_feynman
```

```
'KatoTrace.trace_eq_rank' depends on axioms: [propext, Classical.choice, Quot.sound]
'KatoTrace.rank_constant' depends on axioms: [propext, Classical.choice, Quot.sound]
'KatoTrace.hellmann_feynman' depends on axioms: [propext, Classical.choice, Quot.sound]
```
